# With field-independent trial states, the energy slope, where it exists, is the dipole of every minimizer

In this text, the dipole of a state is the quantity that multiplies $+F$ in its energy in a field $F$; it is minus the dipole moment $\mu$ of the usual interaction $-\mu F$. With this sign, one expects the slope of the energy to equal the dipole. Yet a variational state can have dipole 1 while its energy changes with the field at slope 2. This happens in a toy example below, where the trial states themselves move with the field. A dipole computed as an expectation value then disagrees with one obtained by finite differences of the energy, even when both calculations are free of error. The difference is a Pulay term. It is absent when the set of trial states is the same in every field, provided that the minimum is attained in every field and the energy is differentiable at the field in question.

## Trial energies and their minimum

Let $K$ be a set of trial states, and let $f$ and $m$ be real functions on it. For example, $K$ may hold the normalised states in a fixed, finite Gaussian basis, with $f(k)$ the field-free energy and $m(k)$ the expectation value of the operator that multiplies the field.

In Lean 4 with Mathlib:

```lean
import Mathlib

namespace FieldIndependentBasis

variable {K : Type*} {f m : K → ℝ} {F F₀ : ℝ}
```

In a field of strength $F$, the state $k$ has the energy

$$W_k(F) = f(k) + F\,m(k).$$

```lean
/-- Energy of the trial state `k` in the field `F`: field-free energy `f k` plus the
coupling `F * m k` to the dipole `m k`. -/
def trialEnergy (f m : K → ℝ) (F : ℝ) (k : K) : ℝ := f k + F * m k
```

The sign convention is that $m$ multiplies $+F$. If the interaction is written as $-\mu F$, then $m=-\mu$. Only one field component enters, and the coupling is linear.

The variational energy is $E(F)=\inf_k W_k(F)$.

```lean
/-- The variational energy in the field `F`: the infimum of the trial energies, meant for
fields at which the trial energies are bounded below. -/
noncomputable def groundEnergy (f m : K → ℝ) (F : ℝ) : ℝ := ⨅ k, trialEnergy f m F k
```

A minimizer $k$ satisfies $W_k(F)\le W_{k'}(F)$ for all $k'$.

```lean
/-- The trial state `k` has the lowest trial energy in the field `F`. -/
def IsMinimizer (f m : K → ℝ) (F : ℝ) (k : K) : Prop :=
  ∀ k', trialEnergy f m F k ≤ trialEnergy f m F k'
```

This is a global minimum over $K$, so a self-consistent solution that is merely stationary does not qualify.

If $k$ is a minimizer, $W_k(F)$ is both a lower bound to all trial energies and one of them. Hence $E(F)=W_k(F)$.

```lean
/-- The variational energy is the trial energy of any minimizer. -/
theorem groundEnergy_eq {k : K} (h : IsMinimizer f m F k) :
    groundEnergy f m F = trialEnergy f m F k := by
  have : Nonempty K := ⟨k⟩
  have hb : BddBelow (Set.range (trialEnergy f m F)) :=
    ⟨trialEnergy f m F k, by rintro _ ⟨k', rfl⟩; exact h k'⟩
  unfold groundEnergy
  exact le_antisymm (ciInf_le hb k) (le_ciInf h)
```

The two inequalities passed to `le_antisymm` are these two facts.

It follows that $E(F)\le W_{k'}(F)$ for every trial state $k'$.

```lean
/-- Variational principle: if the minimum is attained, every trial energy is an upper bound
to the variational energy. -/
theorem groundEnergy_le (h : ∃ k, IsMinimizer f m F k) (k' : K) :
    groundEnergy f m F ≤ trialEnergy f m F k' := by
  obtain ⟨k, hk⟩ := h
  rw [groundEnergy_eq hk]
  exact hk k'
```

## Concavity from the intermediate field

Take fields $x,y$ and weights $a,b\ge 0$ with $a+b=1$. Let $k$ be a minimizer at $ax+by$. Since $W_k$ is linear in the field up to a constant,

$$E(ax+by)=f(k)+(ax+by)\,m(k)=a\,W_k(x)+b\,W_k(y)\ge a\,E(x)+b\,E(y).$$

```lean
/-- With field-independent trial states and a minimum attained in every field, the variational
energy is a concave function of the field. -/
theorem groundEnergy_concave (hmin : ∀ F, ∃ k, IsMinimizer f m F k) :
    ConcaveOn ℝ Set.univ (groundEnergy f m) := by
  refine ⟨convex_univ, ?_⟩
  intro x _ y _ a b ha hb hab
  -- test the minimizer of the intermediate field at both end fields
  obtain ⟨k, hk⟩ := hmin (a • x + b • y)
  rw [groundEnergy_eq hk]
  have h1 := mul_le_mul_of_nonneg_left (groundEnergy_le (hmin x) k) ha
  have h2 := mul_le_mul_of_nonneg_left (groundEnergy_le (hmin y) k) hb
  have e : f k = a * f k + b * f k := by rw [← add_mul, hab, one_mul]
  simp only [smul_eq_mul, trialEnergy] at h1 h2 ⊢
  linarith
```

The hypothesis `hmin` says that a minimizer exists in every field; it is assumed for general $K$. In the proof, `h1` and `h2` are the weighted variational bounds at the two end fields, `e` splits $f(k)$ by the weights, and `linarith` adds the pieces.

## The frozen minimizer touches the energy curve

Suppose that a curve $W$ lies above $E$ and meets it at $x$. The gap $W-E$ is nonnegative and vanishes at $x$, so it has a minimum there. If both curves are differentiable at $x$, then $W'(x)-E'(x)=0$.

```lean
/-- If the curve `W` lies above the curve `E` and touches it at `x`, their slopes at `x`
agree. -/
theorem slope_eq_of_touching {E W : ℝ → ℝ} {E' W' x : ℝ}
    (hE : HasDerivAt E E' x) (hW : HasDerivAt W W' x)
    (hle : ∀ F, E F ≤ W F) (heq : E x = W x) : E' = W' := by
  -- the gap between the curves has a minimum at the point of contact
  have hloc : IsLocalMin (fun F => W F - E F) x :=
    Filter.Eventually.of_forall fun F => by
      have := hle F
      show W x - E x ≤ W F - E F
      linarith
  have h := hloc.hasDerivAt_eq_zero (hW.fun_sub hE)
  linarith
```

Now let $k_0$ be a minimizer at $F_0$ and keep it fixed while the field varies. Its energy $W_{k_0}(F)=f(k_0)+F\,m(k_0)$ lies above $E$, touches it at $F_0$, and has slope $m(k_0)$. Therefore

$$E'(F_0)=m(k_0).$$

```lean
/-- Hellmann-Feynman theorem for field-independent trial states: if a minimum is attained in every
field, then where the variational energy is differentiable, its slope is the dipole of every
minimizer, with no Pulay term. -/
theorem hellmann_feynman (hmin : ∀ F, ∃ k, IsMinimizer f m F k) {k₀ : K} {E' : ℝ}
    (h₀ : IsMinimizer f m F₀ k₀) (hE : HasDerivAt (groundEnergy f m) E' F₀) :
    E' = m k₀ := by
  -- energy of the frozen minimizer as the field varies
  have hW : HasDerivAt (fun F => f k₀ + F * m k₀) (m k₀) F₀ :=
    (((hasDerivAt_id' F₀).mul_const (m k₀)).const_add (f k₀)).congr_deriv (one_mul _)
  exact slope_eq_of_touching hE hW (fun F => groundEnergy_le (hmin F) k₀)
    (groundEnergy_eq h₀)
```

`HasDerivAt (groundEnergy f m) E' F₀` is the assumption that the energy has the derivative `E'` at $F_0$. Nothing is assumed about how the minimizer varies with the field. Despite its name, the theorem does not treat excited eigenstates or a Hamiltonian with general parameter dependence.

For electronic structure, this justifies computing the field derivative of a variational ground-state energy as an expectation value, when the set of trial states is fixed, the minimum is attained in every field and the energy is differentiable at the field in question.

## Trial states that move with the field

Let the trial state be $\varphi(F,c)$, with parameters $c$ that are optimised in each field, and let $c_0$ be a minimizer at $F_0$. Freezing $c_0$ no longer freezes the state. Write $f'$ and $m'$ for the derivatives at $F_0$ of $f(\varphi(F,c_0))$ and $m(\varphi(F,c_0))$. The product rule and the touching argument give

$$E'(F_0)=m(\varphi(F_0,c_0))+\bigl(f'+F_0\,m'\bigr).$$

```lean
/-- Let the trial state `φ F c` with parameters `c` move with the field, and let a minimum over `c`
be attained in every field. Where the derivatives exist, the slope of the variational energy is the
dipole of a minimizer plus the Pulay term `f' + F₀ * m'`, where `f'` and `m'` are the field
derivatives of `f` and `m` along the moving state at fixed parameters. -/
theorem slope_with_pulay_term {C : Type*} (φ : ℝ → C → K) {c₀ : C} {E' f' m' : ℝ}
    (hmin : ∀ F, ∃ c, IsMinimizer (fun c => f (φ F c)) (fun c => m (φ F c)) F c)
    (h₀ : IsMinimizer (fun c => f (φ F₀ c)) (fun c => m (φ F₀ c)) F₀ c₀)
    (hf : HasDerivAt (fun F => f (φ F c₀)) f' F₀)
    (hm : HasDerivAt (fun F => m (φ F c₀)) m' F₀)
    (hE : HasDerivAt
      (fun F => groundEnergy (fun c => f (φ F c)) (fun c => m (φ F c)) F) E' F₀) :
    E' = m (φ F₀ c₀) + (f' + F₀ * m') := by
  have hW : HasDerivAt (fun F => f (φ F c₀) + F * m (φ F c₀))
      (f' + (1 * m (φ F₀ c₀) + F₀ * m')) F₀ :=
    hf.fun_add ((hasDerivAt_id' F₀).fun_mul hm)
  have h := slope_eq_of_touching hE hW (fun F => groundEnergy_le (hmin F) c₀)
    (groundEnergy_eq h₀)
  linarith
```

The bracket is the Pulay term. The derivatives $f'$, $m'$ and $E'$ are all assumed to exist.

For the example of the opening, take $f=F+c^2$ and $m=1$. This is a toy model and not a physical system, since its field-free energy has no lower bound as $F\to-\infty$. The trial energy is $2F+c^2$, so $c=0$ is a minimizer and $E(F)=2F$. The slope is 2 and the dipole is 1; the missing 1 is $f'$, since $m'=0$.

```lean
/-- A moving trial state with field-free energy `F + c ^ 2` and constant dipole `1`: the parameter
`c = 0` is a minimizer, and the variational energy has slope `2`. -/
theorem moving_state_slope (F₀ : ℝ) :
    IsMinimizer (fun c : ℝ => F₀ + c ^ 2) (fun _ => 1) F₀ 0 ∧
    HasDerivAt (fun F => groundEnergy (fun c : ℝ => F + c ^ 2) (fun _ => 1) F) 2 F₀ := by
  have hk : ∀ F : ℝ, IsMinimizer (fun c : ℝ => F + c ^ 2) (fun _ => 1) F 0 := by
    intro F c
    simp only [trialEnergy]
    nlinarith [sq_nonneg c]
  have hE : (fun F => groundEnergy (fun c : ℝ => F + c ^ 2) (fun _ => 1) F)
      = fun F : ℝ => 2 * F := by
    funext F
    rw [groundEnergy_eq (hk F)]
    simp only [trialEnergy]
    ring
  refine ⟨hk F₀, ?_⟩
  rw [hE]
  exact ((hasDerivAt_id' F₀).const_mul (2 : ℝ)).congr_deriv (mul_one 2)
```

## Different dipoles at a level crossing

Return to a fixed set $K$. If $k_1$ and $k_2$ are both minimizers at $F_0$, differentiability would give $m(k_1)=E'(F_0)=m(k_2)$. Different dipoles therefore exclude it.

```lean
/-- If a minimum is attained in every field and two minimizers in the same field have different
dipoles, the variational energy is not differentiable there. -/
theorem not_differentiable_of_dipole_ne (hmin : ∀ F, ∃ k, IsMinimizer f m F k) {k₁ k₂ : K}
    (h₁ : IsMinimizer f m F₀ k₁) (h₂ : IsMinimizer f m F₀ k₂) (hne : m k₁ ≠ m k₂) :
    ¬ DifferentiableAt ℝ (groundEnergy f m) F₀ := fun h =>
  hne ((hellmann_feynman hmin h₁ h.hasDerivAt).symm.trans
    (hellmann_feynman hmin h₂ h.hasDerivAt))
```

Two states with dipoles $1$ and $-1$ realise this case.

```lean
/-- Dipoles `1` and `-1` of two trial states. -/
def crossingDipole : Bool → ℝ
  | true => 1
  | false => -1
```

Let both have zero field-free energy, so that the trial energies are $F$ and $-F$. The lower one is $E(F)=-|F|$. At $F=0$ both states are minimizers, and the energy has a kink.

```lean
/-- Two states of zero field-free energy and dipoles `1` and `-1` cross at zero field: the
variational energy is `-|F|`, which is not differentiable at zero field. -/
theorem level_crossing :
    (∀ F, groundEnergy (fun _ => 0) crossingDipole F = -|F|) ∧
    ¬ DifferentiableAt ℝ (groundEnergy (fun _ => 0) crossingDipole) 0 := by
  have hpos : ∀ F : ℝ, 0 ≤ F → IsMinimizer (fun _ => 0) crossingDipole F false := by
    intro F hF k
    cases k <;> simp only [trialEnergy, crossingDipole] <;> linarith
  have hneg : ∀ F : ℝ, F ≤ 0 → IsMinimizer (fun _ => 0) crossingDipole F true := by
    intro F hF k
    cases k <;> simp only [trialEnergy, crossingDipole] <;> linarith
  refine ⟨fun F => ?_, ?_⟩
  · rcases le_total 0 F with h | h
    · rw [groundEnergy_eq (hpos F h), abs_of_nonneg h]
      simp [trialEnergy, crossingDipole]
    · rw [groundEnergy_eq (hneg F h), abs_of_nonpos h]
      simp [trialEnergy, crossingDipole]
  · exact not_differentiable_of_dipole_ne
      (fun F => (le_total 0 F).elim (fun h => ⟨_, hpos F h⟩) (fun h => ⟨_, hneg F h⟩))
      (hpos 0 le_rfl) (hneg 0 le_rfl) (by norm_num [crossingDipole])
```

The facts `hpos` and `hneg` select the state with dipole $-1$ for $F\ge0$ and the state with dipole $1$ for $F\le0$.

## A polarizable system in numbers

Let the trial states be the real values $\mu$ of the dipole, with $m(\mu)=\mu$ and $f(\mu)=\mu^2/(2\alpha)$. Here $\mu$ multiplies $+F$, so it has the opposite sign to the $\mu$ in an interaction written as $-\mu F$. The constant $\alpha>0$ is the polarizability: the larger it is, the less energy it costs to distort the charge distribution. Completing the square,

$$\frac{\mu^2}{2\alpha}+F\mu=\frac{(\mu+\alpha F)^2}{2\alpha}-\frac{\alpha F^2}{2},$$

so $\mu=-\alpha F$ is a minimizer and $E(F)=-\alpha F^2/2$.

```lean
/-- A system of polarizability `α > 0`, with energy cost `μ ^ 2 / (2 * α)` for the dipole
`μ`, has the minimizer `-(α * F)` and the energy `-(α * F ^ 2 / 2)` in every field. -/
theorem polarizable_witness {α : ℝ} (hα : 0 < α) (F : ℝ) :
    IsMinimizer (fun μ : ℝ => μ ^ 2 / (2 * α)) (fun μ => μ) F (-(α * F)) ∧
    groundEnergy (fun μ : ℝ => μ ^ 2 / (2 * α)) (fun μ => μ) F = -(α * F ^ 2 / 2) := by
  have e : (-(α * F)) ^ 2 / (2 * α) = α * F ^ 2 / 2 := by
    rw [div_eq_iff (by positivity)]
    ring
  have hk : IsMinimizer (fun μ : ℝ => μ ^ 2 / (2 * α)) (fun μ => μ) F (-(α * F)) := by
    intro μ
    simp only [trialEnergy]
    rw [e]
    -- complete the square in the dipole
    have hs : μ ^ 2 / (2 * α) + F * μ + α * F ^ 2 / 2 = (μ + α * F) ^ 2 / (2 * α) := by
      field_simp
      ring
    have hn : 0 ≤ (μ + α * F) ^ 2 / (2 * α) := by positivity
    linarith
  refine ⟨hk, ?_⟩
  rw [groundEnergy_eq hk]
  simp only [trialEnergy]
  rw [e]
  ring

end FieldIndependentBasis
```

With $\alpha=2$, the energy is $E(F)=-F^2$. At $F_0=3$ the minimizer is $\mu=-6$, with energy $9-18=-9$. A central difference of the energy gives

$$\frac{E(3.1)-E(2.9)}{0.2}=\frac{-9.61+8.41}{0.2}=-6,$$

which is the dipole of the minimizer. The frozen state has the energy $9-6F$, that is $-9.60$ at $F=3.1$ and $-8.40$ at $F=2.9$. Both values lie above $E$, in line with the touching argument; the gap is $0.01$.

```lean
#print axioms FieldIndependentBasis.groundEnergy_concave
#print axioms FieldIndependentBasis.slope_with_pulay_term
#print axioms FieldIndependentBasis.moving_state_slope
#print axioms FieldIndependentBasis.level_crossing
```

```
'FieldIndependentBasis.groundEnergy_concave' depends on axioms: [propext, Classical.choice, Quot.sound]
'FieldIndependentBasis.slope_with_pulay_term' depends on axioms: [propext, Classical.choice, Quot.sound]
'FieldIndependentBasis.moving_state_slope' depends on axioms: [propext, Classical.choice, Quot.sound]
'FieldIndependentBasis.level_crossing' depends on axioms: [propext, Classical.choice, Quot.sound]
```
